# The Hermite polynomial H_n has n distinct real zeros, and the n-th oscillator function has n nodes

The oscillator functions are numbered from n = 0, the ground state. A node is taken here to be a point of the real line where the function vanishes, and nodes are counted as the elements of a set, without multiplicity. The count is Lean's `encard`, which is a natural number for a finite set and infinity otherwise, so "`encard` equals n" says that the set is finite and has exactly n elements. That a node is a true crossing and not a touching point is stated separately, as a nonzero slope.

```lean
import Mathlib

open Polynomial ComplexConjugate

namespace HermiteNodes

noncomputable section
```

## Polynomials from a recurrence, functions from a Gaussian factor

The physicists' Hermite polynomials are fixed by

H_0 = 1, H_1 = 2x, H_{n+2} = 2x H_{n+1} − 2(n+1) H_n.

In Lean, `hermiteH n` is an element of `ℝ[X]`, a polynomial with real coefficients. Degree and leading coefficient are then properties of the object itself, and `eval` gives its value at a point.

```lean
/-- The physicists' Hermite polynomials, defined by their three-term recurrence. -/
def hermiteH : ℕ → ℝ[X]
  | 0 => 1
  | 1 => C 2 * X
  | n + 2 => C 2 * X * hermiteH (n + 1) - C (2 * ((n : ℝ) + 1)) * hermiteH n
```

Another starting point would be the probabilists' polynomials He_n, which have leading coefficient 1, with H_n(x) = 2^(n/2) He_n(√2 x). The node count would be the same, but the recurrence above would become something to prove, and factors of √2 would run through the algebra.

The functions of interest are a polynomial P in a scaled coordinate times a Gaussian centred at c:

f(x) = P(α(x−c)) exp(−b(x−c)²).

With P = H_n and α ≠ 0, the choice b = α² gives the Hermite Gaussians of molecular integral work, up to a constant factor, and b = α²/2 gives the oscillator eigenfunctions. The functions are unnormalised. For b = α²/2 the normalised function is f multiplied by (|α| / (2^n n! √π))^(1/2), which moves no node.

```lean
/-- A polynomial in the scaled coordinate `α (x - c)` times a Gaussian of exponent `b`
centred at `c`. -/
def polyGaussian (α b c : ℝ) (P : ℝ[X]) (x : ℝ) : ℝ :=
  P.eval (α * (x - c)) * Real.exp (-b * (x - c) ^ 2)
```

## Degree and leading coefficient

Compare coefficients of x^(m+1) in the recurrence:

[x^(m+1)] H_{n+2} = 2 [x^m] H_{n+1} − 2(n+1) [x^(m+1)] H_n.

If H_{n+1} and H_n have no powers above n+1 and n, both terms vanish for m+1 > n+2. For m = n+1 the second term vanishes and the first is 2 · 2^(n+1) = 2^(n+2). In the proof, `key` is the displayed identity, and the theorem calls itself at n+1 and n, as a two-step induction does.

```lean
/-- `H_n` has no powers above `x^n`, and the coefficient of `x^n` is `2^n`. -/
theorem hermiteH_coeff : ∀ n : ℕ,
    (∀ m, n < m → (hermiteH n).coeff m = 0) ∧ (hermiteH n).coeff n = 2 ^ n
  | 0 => ⟨fun m hm => by simp [hermiteH, coeff_one, hm.ne'], by simp [hermiteH]⟩
  | 1 => by
    refine ⟨fun m hm => ?_, ?_⟩
    · rw [hermiteH, coeff_C_mul, coeff_X, if_neg hm.ne, mul_zero]
    · rw [hermiteH, coeff_C_mul, coeff_X, if_pos rfl, mul_one, pow_one]
  | n + 2 => by
    obtain ⟨h1, h1'⟩ := hermiteH_coeff (n + 1)
    obtain ⟨h0, _⟩ := hermiteH_coeff n
    have key : ∀ m, (hermiteH (n + 2)).coeff (m + 1) =
        2 * (hermiteH (n + 1)).coeff m
          - 2 * ((n : ℝ) + 1) * (hermiteH n).coeff (m + 1) := by
      intro m
      rw [hermiteH, coeff_sub, mul_assoc (C (2 : ℝ)), coeff_C_mul, coeff_X_mul, coeff_C_mul]
    refine ⟨fun m hm => ?_, ?_⟩
    · obtain ⟨k, rfl⟩ : ∃ k, m = k + 1 := ⟨m - 1, by omega⟩
      rw [key, h1 k (by omega), h0 (k + 1) (by omega)]
      ring
    · refine (key (n + 1)).trans ?_
      rw [h1', h0 (n + 1 + 1) (by omega)]
      ring
```

## Ladder relations and Hermite's equation

Two relations are proved together by induction:

H_{n+1}' = 2(n+1) H_n and H_{n+1} = 2x H_n − H_n'.

For n = 0 they read 2 = 2 and 2x = 2x. For the step, differentiate the recurrence and use first one relation, then the other:

H_{n+2}' = 2H_{n+1} + 2x H_{n+1}' − 2(n+1) H_n'
= 2H_{n+1} + 2(n+1)(2x H_n − H_n')
= 2(n+2) H_{n+1}.

The second relation at n+1 is the recurrence with 2(n+1) H_n replaced by H_{n+1}'. The `linear_combination` line names the multiples of the two hypotheses that this calculation uses.

```lean
/-- Ladder relations: `H_{n+1}' = 2(n+1) H_n` and `H_{n+1} = 2x H_n - H_n'`. -/
theorem hermiteH_ladder (n : ℕ) :
    derivative (hermiteH (n + 1)) = C (2 * ((n : ℝ) + 1)) * hermiteH n ∧
      hermiteH (n + 1) = C 2 * X * hermiteH n - derivative (hermiteH n) := by
  induction n with
  | zero => constructor <;> simp [hermiteH]
  | succ n ih =>
    have hrec : hermiteH (n + 1 + 1) =
        C 2 * X * hermiteH (n + 1) - C (2 * ((n : ℝ) + 1)) * hermiteH n := rfl
    have hC : C (2 * (((n + 1 : ℕ) : ℝ) + 1)) = C 2 + C (2 * ((n : ℝ) + 1)) := by
      rw [← C_add]
      congr 1
      push_cast
      ring
    constructor
    · rw [hrec, hC]
      simp only [derivative_sub, derivative_mul, derivative_C, derivative_X]
      linear_combination (C 2 * X) * ih.1 - C (2 * ((n : ℝ) + 1)) * ih.2
    · rw [hrec, ih.1]
```

Differentiating the second relation gives H_{n+1}' = 2H_n + 2x H_n' − H_n''. Setting this equal to 2(n+1) H_n yields

H_n'' − 2x H_n' + 2n H_n = 0.

```lean
/-- Hermite's differential equation `H_n'' - 2x H_n' + 2n H_n = 0`. -/
theorem hermiteH_ode (n : ℕ) :
    derivative (derivative (hermiteH n)) - C 2 * X * derivative (hermiteH n)
      + C (2 * (n : ℝ)) * hermiteH n = 0 := by
  have h := congrArg derivative (hermiteH_ladder n).2
  rw [(hermiteH_ladder n).1] at h
  simp only [derivative_sub, derivative_mul, derivative_C, derivative_X] at h
  have hC : C (2 * ((n : ℝ) + 1)) = C (2 * (n : ℝ)) + C 2 := by
    rw [← C_add]
    congr 1
    ring
  linear_combination h - hermiteH n * hC
```

## No zeros off the real axis

Let z be complex with Im z ≠ 0, and write D_n = Im(H_{n+1}(z) · conj H_n(z)). Then D_0 = 2 Im z. Inserting the recurrence for H_{n+2}, and using Im(u conj v) = −Im(v conj u), gives

D_{n+1} = 2 Im z |H_{n+1}(z)|² + 2(n+1) D_n.

Multiply by Im z. The first term on the right becomes nonnegative and the second is positive by induction, so Im z · D_n > 0 for every n. If H_n(z) were zero, D_n would be zero too; hence H_n has no zero off the real axis.

In Lean, `aeval z` evaluates the real polynomial at the complex number z, `him` is the formula for D_{n+1}, and `nlinarith` combines the signs.

```lean
/-- Off the real axis, the imaginary part of `H_{n+1}(z)` times the conjugate of `H_n(z)`
is nonzero and has the sign of `Im z`. -/
theorem hermiteH_im_pos (n : ℕ) {z : ℂ} (hz : z.im ≠ 0) :
    0 < z.im * (aeval z (hermiteH (n + 1)) * conj (aeval z (hermiteH n))).im := by
  have hz2 : 0 < z.im * z.im := mul_self_pos.2 hz
  induction n with
  | zero =>
    have e0 : aeval z (hermiteH 0) = 1 := by simp [hermiteH]
    have e1 : aeval z (hermiteH 1) = 2 * z := by simp [hermiteH]
    have e : (2 * z * conj (1 : ℂ)).im = 2 * z.im := by simp
    rw [zero_add, e0, e1, e]
    nlinarith
  | succ n ih =>
    have e : aeval z (hermiteH (n + 2)) = 2 * z * aeval z (hermiteH (n + 1))
        - ((2 * ((n : ℝ) + 1) : ℝ) : ℂ) * aeval z (hermiteH n) := by
      rw [hermiteH]
      simp
    have him : ∀ (u v : ℂ) (r : ℝ), ((2 * z * u - (r : ℂ) * v) * conj u).im =
        2 * z.im * Complex.normSq u + r * (u * conj v).im := by
      intro u v r
      simp [Complex.normSq_apply]
      ring
    change 0 < z.im * (aeval z (hermiteH (n + 2)) * conj (aeval z (hermiteH (n + 1)))).im
    rw [e, him]
    have h1 := mul_nonneg hz2.le (Complex.normSq_nonneg (aeval z (hermiteH (n + 1))))
    have h2 := mul_pos (show (0 : ℝ) < 2 * ((n : ℝ) + 1) by positivity) ih
    nlinarith
```

## No double zeros

On the real line, consider the Wronskian

W_n = H_{n+1}' H_n − H_{n+1} H_n'.

Here W_0 = 2. Substituting the recurrence and its derivative into W_{n+1}, the terms with 2x cancel:

W_{n+1} = 2 H_{n+1}² + 2(n+1) W_n.

So W_n(x) > 0 for all n and all real x. At a double zero of H_n both H_n and H_n' would vanish, and W_n with them, which is impossible.

```lean
/-- The Wronskian of two successive Hermite polynomials is positive on the whole line. -/
theorem hermiteH_wronskian_pos (n : ℕ) (x : ℝ) :
    0 < (derivative (hermiteH (n + 1))).eval x * (hermiteH n).eval x
      - (hermiteH (n + 1)).eval x * (derivative (hermiteH n)).eval x := by
  induction n with
  | zero => simp [hermiteH]
  | succ n ih =>
    have hrec : hermiteH (n + 1 + 1) =
        C 2 * X * hermiteH (n + 1) - C (2 * ((n : ℝ) + 1)) * hermiteH n := rfl
    rw [hrec]
    simp only [derivative_sub, derivative_mul, derivative_C, derivative_X, eval_sub, eval_add,
      eval_mul, eval_C, eval_X, eval_zero, eval_one]
    have h := mul_pos (show (0 : ℝ) < 2 * ((n : ℝ) + 1) by positivity) ih
    nlinarith [sq_nonneg ((hermiteH (n + 1)).eval x)]
```

## Exactly n real zeros

Split off every real linear factor, with multiplicity:

H_n(x) = (x − r_1) ⋯ (x − r_k) q(x),

where q has no real zero and k + deg q = n. If q were not constant, it would have a complex zero by the fundamental theorem of algebra. That number would also be a zero of H_n, hence real, and q would have a real zero after all. So q is constant and k = n. Since no zero is double, the r_i are distinct. For n = 0 the product is empty and there are no zeros.

The theorem states three things for every natural n: the degree is n, the leading coefficient is 2^n, and the set of real zeros has exactly n elements. In its proof, `hnodup` is the absence of double zeros, `hq0` is the argument that q is constant, and `hcard` is the count k = n.

```lean
/-- `H_n` has degree `n`, leading coefficient `2^n` and exactly `n` distinct real zeros. -/
theorem hermiteH_degree_and_zeros (n : ℕ) :
    (hermiteH n).natDegree = n ∧ (hermiteH n).leadingCoeff = 2 ^ n ∧
      {x : ℝ | (hermiteH n).eval x = 0}.encard = n := by
  obtain ⟨hhi, hn⟩ := hermiteH_coeff n
  have h2 : (hermiteH n).coeff n ≠ 0 := by
    rw [hn]
    exact pow_ne_zero n two_ne_zero
  have hd : (hermiteH n).natDegree = n :=
    le_antisymm (natDegree_le_iff_coeff_eq_zero.2 hhi) (le_natDegree_of_ne_zero h2)
  have hne : hermiteH n ≠ 0 := fun h => h2 (by rw [h, coeff_zero])
  -- a double zero would make the Wronskian vanish
  have hnodup : (hermiteH n).roots.Nodup := by
    rw [Multiset.nodup_iff_count_le_one]
    intro x
    rw [count_roots]
    by_contra hx
    obtain ⟨h0, h1⟩ := (one_lt_rootMultiplicity_iff_isRoot hne).1 (not_le.1 hx)
    have w := hermiteH_wronskian_pos n x
    rw [IsRoot.def] at h0 h1
    rw [h0, h1] at w
    simp at w
  -- split off the real linear factors; the cofactor `q` has no real zero
  obtain ⟨q, hq, hdeg, hroots⟩ := exists_prod_multiset_X_sub_C_mul (hermiteH n)
  have hq0 : q.natDegree = 0 := by
    by_contra hpos
    have hdq : 0 < (q.map (algebraMap ℝ ℂ)).degree := by
      rw [degree_map]
      exact natDegree_pos_iff_degree_pos.1 (Nat.pos_of_ne_zero hpos)
    obtain ⟨z, hz⟩ := Complex.exists_root hdq
    have hzq : aeval z q = 0 := by
      rw [aeval_def, ← eval_map]
      exact hz
    have hzH : aeval z (hermiteH n) = 0 := by
      rw [← hq, map_mul, hzq, mul_zero]
    have him : z.im = 0 := by
      by_contra him
      have h := hermiteH_im_pos n him
      rw [hzH] at h
      simp at h
    have hzr : z = algebraMap ℝ ℂ z.re := Complex.ext (by simp) (by simp [him])
    rw [hzr, aeval_algebraMap_apply_eq_algebraMap_eval] at hzq
    have hmem : z.re ∈ q.roots :=
      (mem_roots (by rintro rfl; simp at hpos)).2 ((map_eq_zero (algebraMap ℝ ℂ)).1 hzq)
    rw [hroots] at hmem
    simp at hmem
  have hcard : Multiset.card (hermiteH n).roots = n := by omega
  have hset : {x : ℝ | (hermiteH n).eval x = 0} = ↑(hermiteH n).roots.toFinset := by
    ext x
    simp [hne]
  refine ⟨hd, by rw [leadingCoeff, hd, hn], ?_⟩
  rw [hset, Set.encard_coe_eq_coe_finsetCard, Multiset.toFinset_card_of_nodup hnodup, hcard]
```

## From zeros to nodes

With s = α(x−c), the product and chain rules give

f'(x) = [α P'(s) − 2b(x−c) P(s)] exp(−b(x−c)²).

`HasDerivAt` says that f is differentiable at x with this derivative.

```lean
/-- The slope of a polynomial times a displaced Gaussian. -/
theorem hasDerivAt_polyGaussian (α b c : ℝ) (P : ℝ[X]) (x : ℝ) :
    HasDerivAt (polyGaussian α b c P)
      ((α * (derivative P).eval (α * (x - c)) - 2 * b * (x - c) * P.eval (α * (x - c)))
        * Real.exp (-b * (x - c) ^ 2)) x := by
  have hs : HasDerivAt (fun y : ℝ => y - c) 1 x := (hasDerivAt_id' x).sub_const c
  have hP := (P.hasDerivAt (α * (x - c))).comp x (hs.const_mul α)
  have hE := ((hs.fun_pow 2).const_mul (-b)).exp
  refine HasDerivAt.congr_deriv (f := polyGaussian α b c P) (hP.mul hE) ?_
  simp only [Function.comp_apply, Nat.cast_ofNat, Nat.reduceSub, pow_one]
  ring
```

The exponential never vanishes, so f(x) = 0 exactly when H_n(s) = 0. For α ≠ 0 the map y ↦ y/α + c is one-to-one and carries the zeros of H_n onto the nodes of f, so there are n of them. At a node the second term of the slope drops out, leaving

f'(x) = α H_n'(s) exp(−b(x−c)²).

This is nonzero, because W_n(s) = −H_{n+1}(s) H_n'(s) is positive there.

The theorem assumes only α ≠ 0; with α = 0 the polynomial factor would be a constant. The exponent b and the centre c are arbitrary real numbers. A physical basis function or bound state needs b > 0, but the node count does not depend on it. In the proof, `himg` expresses the nodes as the image of the zeros, and `hinj` ensures that no two zeros merge.

```lean
/-- `H_n(α(x-c)) exp(-b(x-c)²)` with `α ≠ 0` has exactly `n` nodes on the line, and its slope
is nonzero at each of them. -/
theorem hermiteGaussian_nodes (n : ℕ) {α : ℝ} (hα : α ≠ 0) (b c : ℝ) :
    {x : ℝ | polyGaussian α b c (hermiteH n) x = 0}.encard = n ∧
      ∀ x, polyGaussian α b c (hermiteH n) x = 0 →
        deriv (polyGaussian α b c (hermiteH n)) x ≠ 0 := by
  have hz : ∀ x, polyGaussian α b c (hermiteH n) x = 0 ↔
      (hermiteH n).eval (α * (x - c)) = 0 := by
    intro x
    simp only [polyGaussian, mul_eq_zero, Real.exp_ne_zero, or_false]
  constructor
  · -- the nodes are the scaled and shifted zeros of `H_n`
    have himg : {x : ℝ | polyGaussian α b c (hermiteH n) x = 0} =
        (fun y => y / α + c) '' {y : ℝ | (hermiteH n).eval y = 0} := by
      ext x
      simp only [Set.mem_ofPred_eq, Set.mem_image, hz]
      constructor
      · intro h
        exact ⟨α * (x - c), h, by rw [mul_div_cancel_left₀ _ hα]; ring⟩
      · rintro ⟨y, hy, rfl⟩
        have e : α * (y / α + c - c) = y := by
          rw [add_sub_cancel_right]
          field_simp
        rw [e]
        exact hy
    have hinj : Function.Injective (fun y : ℝ => y / α + c) := by
      intro u v h
      have h' : u / α = v / α := add_right_cancel h
      exact (div_left_inj' hα).1 h'
    rw [himg, hinj.encard_image, (hermiteH_degree_and_zeros n).2.2]
  · intro x hx
    have h0 := (hz x).1 hx
    have w := hermiteH_wronskian_pos n (α * (x - c))
    rw [h0] at w
    have hd : (derivative (hermiteH n)).eval (α * (x - c)) ≠ 0 := by
      intro h
      rw [h] at w
      simp at w
    rw [(hasDerivAt_polyGaussian α b c (hermiteH n) x).deriv, h0, mul_zero, sub_zero]
    exact mul_ne_zero (mul_ne_zero hα hd) (Real.exp_ne_zero _)
```

## The oscillator equation

For b = α²/2 we have 2b(x−c) = αs, so differentiating f replaces P by α(P' − sP). Doing this twice to ψ = H_n(s) exp(−s²/2) gives

ψ'' = α² [H_n'' − 2s H_n' + (s² − 1) H_n] exp(−s²/2).

Hermite's equation turns the bracket into (s² − 1 − 2n) H_n. Since α² s² = α⁴(x−c)²,

−ψ'' + α⁴(x−c)² ψ = (2n+1) α² ψ.

For a particle of mass m in a harmonic well of angular frequency ω, set α² = mω/ħ and multiply by ħ²/(2m). This is the stationary Schrödinger equation with energy E = (n + 1/2)ħω.

The theorem states the equation at every real x. In the proof, `h1` is the replacement rule for P, and `o` is Hermite's equation evaluated at s. That these functions exhaust the bound states is a further fact, which the theorem does not address.

```lean
/-- For `b = α²/2` the function `ψ = H_n(α(x-c)) exp(-b(x-c)²)` solves the oscillator equation
`-ψ'' + α⁴(x-c)² ψ = (2n+1) α² ψ`. -/
theorem hermiteGaussian_schrodinger (n : ℕ) (α c x : ℝ) :
    -deriv (deriv (polyGaussian α (α ^ 2 / 2) c (hermiteH n))) x
      + α ^ 4 * (x - c) ^ 2 * polyGaussian α (α ^ 2 / 2) c (hermiteH n) x
      = (2 * n + 1) * α ^ 2 * polyGaussian α (α ^ 2 / 2) c (hermiteH n) x := by
  -- differentiation acts on the polynomial factor as `P ↦ α (P' - X P)`
  have h1 : ∀ P : ℝ[X], deriv (polyGaussian α (α ^ 2 / 2) c P) =
      fun y => α * polyGaussian α (α ^ 2 / 2) c (derivative P - X * P) y := by
    intro P
    funext y
    rw [(hasDerivAt_polyGaussian α (α ^ 2 / 2) c P y).deriv]
    simp only [polyGaussian, eval_sub, eval_mul, eval_X]
    ring
  have o := congrArg (eval (α * (x - c))) (hermiteH_ode n)
  simp only [eval_add, eval_sub, eval_mul, eval_C, eval_X, eval_zero] at o
  rw [h1, deriv_const_mul_field, h1]
  simp only [polyGaussian, derivative_sub, derivative_mul, derivative_X, eval_sub, eval_add,
    eval_mul, eval_X, eval_one]
  linear_combination (-α ^ 2 * Real.exp (-(α ^ 2 / 2) * (x - c) ^ 2)) * o

end

end HermiteNodes
```

Together the last two theorems tie the quantum number n of a one-dimensional, purely harmonic vibration to the number of nodes in its wavefunction. They say nothing about node counts in other potentials.

```lean
#print axioms HermiteNodes.hermiteH_degree_and_zeros
-- 'HermiteNodes.hermiteH_degree_and_zeros' depends on axioms: [propext, Classical.choice, Quot.sound]
#print axioms HermiteNodes.hermiteGaussian_nodes
-- 'HermiteNodes.hermiteGaussian_nodes' depends on axioms: [propext, Classical.choice, Quot.sound]
#print axioms HermiteNodes.hermiteGaussian_schrodinger
-- 'HermiteNodes.hermiteGaussian_schrodinger' depends on axioms: [propext, Classical.choice, Quot.sound]
```
